# Gap, quantum metric and inverse mass of a lowest level: 2Gg ≤ 1 − w in a finite k·p model

## Sums over levels as definitions

The quantum metric of a Bloch state measures how fast the state changes with crystal momentum, and the inverse effective mass is the curvature of its band. Both are built from derivatives of the solution of an eigenvalue problem, and perturbation theory writes them as sums over intermediate levels. Here the sums are the definitions. The data are finitely many levels m with real energies E_m at one crystal momentum, a reference level o, and a complex matrix p with entries p_mo = ⟨m|p|o⟩. With Δ_m = E_m − E_o, the metric g and the inverse mass w are

g = Σ_{m≠o} |p_mo|² / Δ_m²

w = 1 − 2 Σ_{m≠o} |p_mo|² / Δ_m

The result holds when o lies below every other level by at least G > 0. Then 2Gg ≤ 1 − w, with equality exactly when every level coupled to o has Δ_m = G. The physical setting, in units with ħ = 1 and bare mass 1, is a single electron without spin in a local periodic potential, with the periodic part of its Bloch function expanded in a finite basis that does not change with crystal momentum. Where the lowest band is nondegenerate, the result says that its curvature along the chosen axis lies below the free-particle value 1 by at least 2Gg. The reduction is forced to be large when the product of gap and metric is large; a large metric together with a very small gap need not lower the curvature much.

## Where g and w come from in k·p theory

Units are ħ = 1 and bare mass 1. Let k be a small displacement from the reference crystal momentum along one axis, H₀ the diagonal matrix of the E_m, and p the Hermitian matrix of the momentum component along that axis between the Bloch states at the reference crystal momentum (between their periodic parts this is the momentum operator plus the reference crystal momentum, a shift that touches only the diagonal). For a local potential without spin–orbit coupling, the Hamiltonian for the periodic part u(k) of the Bloch function, restricted to the chosen levels, is

H(k) = H₀ + k p + k²/2

Let e_o be the basis vector of level o, and expand the eigenvector and eigenvalue with unknown vectors ψ, χ and unknown numbers ε₁, ε₂:

u(k) = e_o + kψ + k²χ + …,  E(k) = E_o + kε₁ + k²ε₂ + …

The choice ψ_o = 0 fixes phase and normalisation to first order. At order k the eigenvalue equation reads (H₀ − E_o)ψ = (ε₁ − p)e_o. Its o component gives ε₁ = p_oo, and its other components give

Δ_m ψ_m = −p_mo  (m ≠ o)

At order k² the equation is (H₀ − E_o)χ + (p − ε₁)ψ + (1/2 − ε₂)e_o = 0. In the o component χ drops out, and with ψ_o = 0,

ε₂ = 1/2 + Σ_{m≠o} p_om ψ_m = 1/2 − Σ_{m≠o} p_om p_mo / Δ_m

Hermiticity turns p_om p_mo into |p_mo|², and the curvature d²E/dk² = 2ε₂ is w. The metric is ⟨∂u|∂u⟩ − |⟨u|∂u⟩|² at k = 0, with ∂ = d/dk. Since ∂u = ψ is orthogonal to e_o, it equals Σ_m |ψ_m|² = g. The vector e_o + kψ has squared norm 1 + k²g, so after normalisation its squared overlap with e_o is 1/(1 + k²g) ≈ 1 − k²g.

The constant 1 in w is the curvature of k²/2, the inverse mass of the free particle, so w is the ratio of bare to effective mass. In a tight-binding model the expectation value of d²H/dk² takes its place, and the definition of w used here does not describe that case. Of this whole expansion the theorems below certify one link, namely that a ψ obeying the first-order equations has squared norm g; the reading of ψ and w as derivatives rests on the perturbation argument alone.

## The deficit 1 − w − 2Gg

For any real G and any Δ ≠ 0, 1/Δ − G/Δ² = (Δ − G)/Δ². Multiplying by 2|p_mo|² at Δ = Δ_m and summing over m ≠ o gives

1 − w − 2Gg = 2 Σ_{m≠o} |p_mo|² (Δ_m − G) / Δ_m²

Now suppose Δ_m ≥ G > 0 for all m ≠ o. Physically G is a lower bound on the direct gap from o to all other levels at this crystal momentum, and the condition makes o the lowest level and nondegenerate. Every term on the right is then nonnegative, so

2Gg ≤ 1 − w

A finite sum of nonnegative terms vanishes only if each term does. A term vanishes when p_mo = 0 or Δ_m = G, since Δ_m² > 0. Equality therefore holds if and only if each m ≠ o with p_mo ≠ 0 has Δ_m = G. Levels that p does not couple to o may lie anywhere at or above E_o + G.

If in addition w ≥ 0, as at a minimum of the band, then 2Gg ≤ 1 − w ≤ 1 and

g ≤ 1/(2G)

## Several directions

Let a and b label directions and let each component p^a be Hermitian. The tensors are

g_ab = Σ_{m≠o} Re(p^a_om p^b_mo) / Δ_m²

w_ab = δ_ab − 2 Σ_{m≠o} Re(p^a_om p^b_mo) / Δ_m

For a real vector v with components v_a put p_v = Σ_a v_a p^a. Write p^a_mo = x_a + i y_a with x_a and y_a real. Hermiticity gives p^a_om = x_a − i y_a, so Re(p^a_om p^b_mo) = x_a x_b + y_a y_b, and

Σ_ab v_a v_b Re(p^a_om p^b_mo) = (Σ_a v_a x_a)² + (Σ_a v_a y_a)² = |(p_v)_mo|²

Dividing by Δ_m² or Δ_m and summing over m shows that v·gv is the scalar metric of p_v and that v·v − v·wv is the scalar 1 − w of p_v. The scalar bound becomes

2G v·gv ≤ v·v − v·wv

with equality if and only if every m ≠ o with (p_v)_mo ≠ 0 has Δ_m = G. The vector v is not normalised. Both sides scale with the square of its length, and for a unit vector the right side is 1 − v·wv, one minus the inverse mass along v.

## One, two and three levels

With a single level both sums are empty, g = 0 and w = 1, and the bound is the equality 0 = 0 for every G > 0. With two levels, o and m, g = |p_mo|²/Δ_m² and 1 − w = 2|p_mo|²/Δ_m = 2Δ_m g, so the choice G = Δ_m saturates the bound, while a smaller G makes it strict unless p_mo = 0. With three levels at energies 0, 1, 2, reference level 0 and p_10 = p_20 = 1,

g = 1 + 1/4 = 5/4,  w = 1 − 2(1 + 1/2) = −2

For G = 1 the bound reads 5/2 ≤ 3, and the deficit 1/2 comes entirely from level 2, as 2·1·(2 − 1)/2². Here w is negative and g = 5/4 exceeds 1/(2G) = 1/2, which shows what the condition w ≥ 0 contributes to the corollary.

## The Lean objects and their hypotheses

Levels are indexed by a finite type `n` and directions by a finite type `d`. Energies are a function `E : n → ℝ`, the momentum is `p : Matrix n n ℂ`, and `p m o` is p_mo, row m and column o. The set `univ.erase o` holds the levels m ≠ o, and `metric` and `invMass` are g and w. For a level degenerate with o, Lean's division by zero returns 0 and silently removes that term from the definitions, but each theorem about g or w assumes `hE` (nondegeneracy) or `hG` with `hgap`, or uses explicit distinct energies.

`norm_firstOrder_eq_metric` takes any `ψ : n → ℂ` with ψ_o = 0 (`h0`) and Δ_m ψ_m = −p_mo (`hψ`) and concludes Σ_m |ψ_m|² = g. The first-order equations are assumed in it. `deficit_identity` is the identity for arbitrary real G and a nondegenerate o, which need not be the lowest level. `metric_mass_bound` is the conjunction of the inequality and the equality criterion under `hG : 0 < G` and `hgap : ∀ m, m ≠ o → G ≤ E m - E o`. G need not be the smallest gap, and any smaller positive number qualifies. No Hermiticity appears in these scalar theorems, because the definitions are already written with |p_mo|² and use only column o of p; the physical meaning of w still relies on it. `metric_le_of_invMass_nonneg` adds `hw`, the assumption w ≥ 0, which is not derived from any property of a band.

For the tensors `p : d → Matrix n n ℂ` lists the components, `hp` makes each Hermitian, `directional p v` is p_v, and `v ⬝ᵥ metricTensor E p o *ᵥ v` is v·gv. In `invMassTensor` the `1` is the identity matrix δ_ab. `tensor_metric_mass_bound` holds for each real v, and only real parts enter, so the Berry curvature plays no role. `three_level_witness` states Hermiticity of `threeP`, gaps of at least 1, g = 5/4 and w = −2; strictness is the arithmetic 5/2 < 3 on those values.

The model has finitely many levels, one crystal momentum, no interactions and no integral over the Brillouin zone. A level with others below it, such as a conduction band above filled valence bands, violates `hgap`; there the lower levels contribute to w with the opposite sign.

## QuantumMetricMass in Lean 4

```lean
import Mathlib

open Finset Matrix

namespace QuantumMetricMass

noncomputable section

variable {n d : Type*} [Fintype n] [DecidableEq n] [Fintype d] [DecidableEq d]

/-- Quantum metric of level `o`: `g = ∑_{m ≠ o} |p_{mo}|² / (E_m - E_o)²`. -/
def metric (E : n → ℝ) (p : Matrix n n ℂ) (o : n) : ℝ :=
  ∑ m ∈ univ.erase o, ‖p m o‖ ^ 2 / (E m - E o) ^ 2

/-- Inverse effective mass of level `o`: `w = 1 - 2 ∑_{m ≠ o} |p_{mo}|² / (E_m - E_o)`. -/
def invMass (E : n → ℝ) (p : Matrix n n ℂ) (o : n) : ℝ :=
  1 - 2 * ∑ m ∈ univ.erase o, ‖p m o‖ ^ 2 / (E m - E o)

/-- For a nondegenerate level `o`, a vector `ψ` with `ψ_o = 0` and
`(E_m - E_o) ψ_m = -p_{mo}` for `m ≠ o` has squared norm equal to the quantum metric. -/
theorem norm_firstOrder_eq_metric (E : n → ℝ) (p : Matrix n n ℂ) (o : n) (ψ : n → ℂ)
    (hE : ∀ m, m ≠ o → E m ≠ E o) (h0 : ψ o = 0)
    (hψ : ∀ m, m ≠ o → ((E m - E o : ℝ) : ℂ) * ψ m = -p m o) :
    ∑ m, ‖ψ m‖ ^ 2 = metric E p o := by
  rw [← Finset.add_sum_erase univ (fun m => ‖ψ m‖ ^ 2) (mem_univ o), metric]
  simp only [h0, norm_zero, ne_eq, OfNat.ofNat_ne_zero, not_false_eq_true, zero_pow, zero_add]
  refine sum_congr rfl fun m hm => ?_
  have hm' : m ≠ o := ne_of_mem_erase hm
  have hD : E m - E o ≠ 0 := sub_ne_zero.mpr (hE m hm')
  have h := congrArg norm (hψ m hm')
  rw [norm_mul, norm_neg, Complex.norm_real, Real.norm_eq_abs] at h
  rw [eq_div_iff (pow_ne_zero 2 hD), ← h, mul_pow, sq_abs]
  ring

/-- For a nondegenerate level and any `G`,
`1 - w - 2 G g = 2 ∑_{m ≠ o} |p_{mo}|² (E_m - E_o - G) / (E_m - E_o)²`. -/
theorem deficit_identity (E : n → ℝ) (p : Matrix n n ℂ) (o : n) (G : ℝ)
    (hE : ∀ m, m ≠ o → E m ≠ E o) :
    1 - invMass E p o - 2 * G * metric E p o
      = 2 * ∑ m ∈ univ.erase o, ‖p m o‖ ^ 2 * (E m - E o - G) / (E m - E o) ^ 2 := by
  have aux : ∀ a D : ℝ, D ≠ 0 → a * (D - G) / D ^ 2 = a / D - G * (a / D ^ 2) := by
    intro a D hD
    field_simp
  have h : ∑ m ∈ univ.erase o, ‖p m o‖ ^ 2 * (E m - E o - G) / (E m - E o) ^ 2
      = ∑ m ∈ univ.erase o, ‖p m o‖ ^ 2 / (E m - E o)
        - G * ∑ m ∈ univ.erase o, ‖p m o‖ ^ 2 / (E m - E o) ^ 2 := by
    rw [Finset.mul_sum, ← Finset.sum_sub_distrib]
    exact sum_congr rfl fun m hm =>
      aux _ _ (sub_ne_zero.mpr (hE m (ne_of_mem_erase hm)))
  rw [h, invMass, metric]
  ring

/-- If every other level lies at least `G > 0` above level `o`, then `2 G g ≤ 1 - w`, with
equality exactly when every level `m ≠ o` with `p_{mo} ≠ 0` has gap `G`. -/
theorem metric_mass_bound (E : n → ℝ) (p : Matrix n n ℂ) (o : n) (G : ℝ) (hG : 0 < G)
    (hgap : ∀ m, m ≠ o → G ≤ E m - E o) :
    2 * G * metric E p o ≤ 1 - invMass E p o ∧
      (2 * G * metric E p o = 1 - invMass E p o ↔
        ∀ m, m ≠ o → p m o ≠ 0 → E m - E o = G) := by
  have hpos : ∀ m, m ≠ o → 0 < E m - E o := fun m hm => lt_of_lt_of_le hG (hgap m hm)
  have hd := deficit_identity E p o G fun m hm => (sub_pos.mp (hpos m hm)).ne'
  -- each term of the deficit is nonnegative
  have hnn : ∀ m ∈ univ.erase o,
      0 ≤ ‖p m o‖ ^ 2 * (E m - E o - G) / (E m - E o) ^ 2 := fun m hm =>
    div_nonneg (mul_nonneg (sq_nonneg _) (sub_nonneg.mpr (hgap m (ne_of_mem_erase hm))))
      (sq_nonneg _)
  have hsum := Finset.sum_nonneg hnn
  have hz := Finset.sum_eq_zero_iff_of_nonneg hnn
  refine ⟨by linarith, fun h m hm hp => ?_, fun h => ?_⟩
  · -- zero deficit kills every term
    have ht := hz.mp (by linarith) m (mem_erase.mpr ⟨hm, mem_univ m⟩)
    have h1 := (div_eq_zero_iff.mp ht).resolve_right (pow_ne_zero 2 (hpos m hm).ne')
    have h2 := (mul_eq_zero.mp h1).resolve_left (pow_ne_zero 2 (norm_ne_zero_iff.mpr hp))
    linarith
  · have h0 := hz.mpr fun m hm => by
      by_cases hp : p m o = 0
      · simp [hp]
      · rw [h m (ne_of_mem_erase hm) hp]
        simp
    linarith

/-- If every other level lies at least `G > 0` above level `o` and the inverse mass is
nonnegative, then `g ≤ 1 / (2 G)`. -/
theorem metric_le_of_invMass_nonneg (E : n → ℝ) (p : Matrix n n ℂ) (o : n) (G : ℝ)
    (hG : 0 < G) (hgap : ∀ m, m ≠ o → G ≤ E m - E o) (hw : 0 ≤ invMass E p o) :
    metric E p o ≤ 1 / (2 * G) := by
  have h := (metric_mass_bound E p o G hG hgap).1
  rw [le_div_iff₀ (by positivity)]
  linarith

/-- Momentum matrix along the real direction `v`: `p_v = ∑_a v_a p^a`. -/
def directional (p : d → Matrix n n ℂ) (v : d → ℝ) : Matrix n n ℂ :=
  ∑ a, (v a : ℂ) • p a

/-- The tensor `∑_{m ≠ o} Re(p^a_{om} p^b_{mo}) / c_m` for denominators `c_m`. -/
def couplingTensor (p : d → Matrix n n ℂ) (o : n) (c : n → ℝ) : Matrix d d ℝ :=
  Matrix.of fun a b => ∑ m ∈ univ.erase o, (p a o m * p b m o).re / c m

/-- Quantum metric tensor `g_ab = ∑_{m ≠ o} Re(p^a_{om} p^b_{mo}) / (E_m - E_o)²`. -/
def metricTensor (E : n → ℝ) (p : d → Matrix n n ℂ) (o : n) : Matrix d d ℝ :=
  couplingTensor p o fun m => (E m - E o) ^ 2

/-- Inverse mass tensor `w_ab = δ_ab - 2 ∑_{m ≠ o} Re(p^a_{om} p^b_{mo}) / (E_m - E_o)`. -/
def invMassTensor (E : n → ℝ) (p : d → Matrix n n ℂ) (o : n) : Matrix d d ℝ :=
  1 - (2 : ℝ) • couplingTensor p o fun m => E m - E o

omit [Fintype n] [DecidableEq n] [DecidableEq d] in
/-- For Hermitian momentum components,
`∑_{ab} v_a v_b Re(p^a_{om} p^b_{mo}) = |(p_v)_{mo}|²`. -/
theorem coupling_along {p : d → Matrix n n ℂ} (hp : ∀ a, (p a).IsHermitian) (v : d → ℝ)
    (o m : n) :
    ∑ a, ∑ b, v a * v b * (p a o m * p b m o).re = ‖directional p v m o‖ ^ 2 := by
  have h : ∀ a, p a o m = star (p a m o) := fun a => ((hp a).apply o m).symm
  have hz : directional p v m o = ∑ a, (v a : ℂ) * p a m o := by
    simp [directional, Matrix.sum_apply]
  rw [Complex.sq_norm, Complex.normSq_apply, hz, Complex.re_sum, Complex.im_sum,
    Finset.sum_mul_sum, Finset.sum_mul_sum, ← Finset.sum_add_distrib]
  refine sum_congr rfl fun a _ => ?_
  rw [← Finset.sum_add_distrib]
  refine sum_congr rfl fun b _ => ?_
  rw [h a]
  simp only [Complex.mul_re, Complex.mul_im, Complex.ofReal_re, Complex.ofReal_im,
    Complex.star_def, Complex.conj_re, Complex.conj_im]
  ring

omit [DecidableEq d] in
/-- For Hermitian momentum components, the quadratic form of the coupling tensor along `v`
is `∑_{m ≠ o} |(p_v)_{mo}|² / c_m`. -/
theorem couplingTensor_form {p : d → Matrix n n ℂ} (hp : ∀ a, (p a).IsHermitian)
    (v : d → ℝ) (o : n) (c : n → ℝ) :
    v ⬝ᵥ couplingTensor p o c *ᵥ v
      = ∑ m ∈ univ.erase o, ‖directional p v m o‖ ^ 2 / c m := by
  symm
  simp only [← coupling_along hp v o, dotProduct, Matrix.mulVec, couplingTensor,
    Matrix.of_apply, Finset.sum_div, Finset.mul_sum, Finset.sum_mul]
  -- move the sum over levels inside the sums over directions
  rw [Finset.sum_comm]
  refine sum_congr rfl fun a _ => ?_
  rw [Finset.sum_comm]
  refine sum_congr rfl fun b _ => sum_congr rfl fun m _ => ?_
  ring

/-- For Hermitian momentum components and all gaps at least `G > 0`, every real direction `v`
obeys `2 G v·g v ≤ v·v - v·w v`, with equality exactly when every level `m ≠ o` with
`(p_v)_{mo} ≠ 0` has gap `G`. -/
theorem tensor_metric_mass_bound (E : n → ℝ) (p : d → Matrix n n ℂ)
    (hp : ∀ a, (p a).IsHermitian) (o : n) (G : ℝ) (hG : 0 < G)
    (hgap : ∀ m, m ≠ o → G ≤ E m - E o) (v : d → ℝ) :
    2 * G * (v ⬝ᵥ metricTensor E p o *ᵥ v) ≤ v ⬝ᵥ v - v ⬝ᵥ invMassTensor E p o *ᵥ v ∧
      (2 * G * (v ⬝ᵥ metricTensor E p o *ᵥ v) = v ⬝ᵥ v - v ⬝ᵥ invMassTensor E p o *ᵥ v ↔
        ∀ m, m ≠ o → directional p v m o ≠ 0 → E m - E o = G) := by
  -- both quadratic forms are the scalar quantities for `p_v`
  have hg : v ⬝ᵥ metricTensor E p o *ᵥ v = metric E (directional p v) o :=
    couplingTensor_form hp v o fun m => (E m - E o) ^ 2
  have hc : v ⬝ᵥ (couplingTensor p o fun m => E m - E o) *ᵥ v
      = ∑ m ∈ univ.erase o, ‖directional p v m o‖ ^ 2 / (E m - E o) :=
    couplingTensor_form hp v o fun m => E m - E o
  have hw : v ⬝ᵥ v - v ⬝ᵥ invMassTensor E p o *ᵥ v = 1 - invMass E (directional p v) o := by
    rw [invMassTensor, Matrix.sub_mulVec, Matrix.one_mulVec, dotProduct_sub, two_smul ℝ,
      Matrix.add_mulVec, dotProduct_add, hc, invMass]
    ring
  rw [hg, hw]
  exact metric_mass_bound E (directional p v) o G hG hgap

/-- Three levels at energies `0, 1, 2`. -/
def threeE : Fin 3 → ℝ := ![0, 1, 2]

/-- Momentum matrix coupling the lowest of three levels to both others with unit strength. -/
def threeP : Matrix (Fin 3) (Fin 3) ℂ := !![0, 1, 1; 1, 0, 0; 1, 0, 0]

/-- The three-level model has Hermitian momentum, gaps at least `1`, `g = 5/4` and `w = -2`. -/
theorem three_level_witness :
    threeP.IsHermitian ∧ (∀ m, m ≠ 0 → 1 ≤ threeE m - threeE 0) ∧
      metric threeE threeP 0 = 5 / 4 ∧ invMass threeE threeP 0 = -2 := by
  have h : (univ : Finset (Fin 3)).erase 0 = {1, 2} := by decide
  have h12 : (1 : Fin 3) ≠ 2 := by decide
  refine ⟨?_, ?_, ?_, ?_⟩
  · ext i j
    fin_cases i <;> fin_cases j <;> simp [threeP, Matrix.conjTranspose_apply]
  · intro m hm
    fin_cases m
    · exact absurd rfl hm
    · simp [threeE]
    · simp [threeE]
  · rw [metric, h, Finset.sum_pair h12]
    simp [threeE, threeP]
    norm_num
  · rw [invMass, h, Finset.sum_pair h12]
    simp [threeE, threeP]
    norm_num

end

end QuantumMetricMass
```

```lean
#print axioms QuantumMetricMass.norm_firstOrder_eq_metric
#print axioms QuantumMetricMass.metric_le_of_invMass_nonneg
#print axioms QuantumMetricMass.tensor_metric_mass_bound
```

```
'QuantumMetricMass.norm_firstOrder_eq_metric' depends on axioms: [propext, Classical.choice, Quot.sound]
'QuantumMetricMass.metric_le_of_invMass_nonneg' depends on axioms: [propext, Classical.choice, Quot.sound]
'QuantumMetricMass.tensor_metric_mass_bound' depends on axioms: [propext, Classical.choice, Quot.sound]
```

## Termwise arguments for the scalar bound

In `norm_firstOrder_eq_metric`, `Finset.add_sum_erase` splits off the m = o term, which `h0` sets to zero. For the other levels `congrArg norm` applied to `hψ` takes moduli, giving |Δ_m| |ψ_m| = |p_mo|. Then `eq_div_iff` clears Δ_m², and squaring the modulus relation finishes the term.

In `deficit_identity`, `aux` is the one-term identity a(D − G)/D² = a/D − G·a/D² for real a and D ≠ 0, closed by `field_simp`. The step `h` applies it under the sum with a = |p_mo|² and D = Δ_m, and `ring` matches the result with the definitions.

`metric_mass_bound` follows the derivation line by line. `hpos` gives Δ_m > 0, which supplies the nondegeneracy that the deficit identity `hd` needs. `hnn` is the nonnegativity of each term, and `Finset.sum_nonneg` with `linarith` yields the inequality. `Finset.sum_eq_zero_iff_of_nonneg` is the statement that the sum vanishes exactly when every term does, and both directions of the equality criterion pass through it. From equality, the term for a coupled level m is zero; `div_eq_zero_iff` excludes the denominator because Δ_m² ≠ 0, `mul_eq_zero` excludes the factor |p_mo|² because p_mo ≠ 0, and Δ_m − G = 0 remains. Conversely `by_cases hp : p m o = 0` shows each term to be zero through one factor or the other. The corollary multiplies out with `le_div_iff₀` and combines the bound with `hw` linearly.

## Reducing the tensors to p_v

`coupling_along` is the only place where Hermiticity is used, in the step `h` that writes p^a_om as the conjugate of p^a_mo. The squared modulus of (p_v)_mo is expanded into the squares of its real and imaginary parts, `Finset.sum_mul_sum` turns each square of a sum into a double sum over a and b, and for each pair `ring` checks the identity that reads v_a v_b (x_a x_b + y_a y_b) on both sides.

`couplingTensor` carries a general denominator c_m so that one lemma serves both tensors. `couplingTensor_form` inserts `coupling_along` for each level and uses `Finset.sum_comm` twice to move the sum over m inside the sums over a and b. In `tensor_metric_mass_bound` it is used with c_m = Δ_m² in `hg` and with c_m = Δ_m in `hc`. The step `hw` expands v·wv as v·v minus twice the coupling form, so v·v cancels and 1 − w for p_v is left. After these rewrites the goal is `metric_mass_bound` for `directional p v`.

For the three-level model `decide` identifies the levels other than 0 as {1, 2}, `fin_cases` runs through the matrix entries for Hermiticity and through the levels for the gaps, and `Finset.sum_pair` reduces g and w to the two-term sums evaluated above.
